# Bounds on the ratio of double factorials in even and odd Gaussian moments

Q: An electron sits in a single Gaussian orbital with radial part $r^l e^{-\alpha r^2}$, where $l$ is the angular momentum and $\alpha>0$. Its mean distance from the centre is

$$\langle r\rangle=\frac{\int_0^\infty r^{2l+3}e^{-2\alpha r^2}\,dr}{\int_0^\infty r^{2l+2}e^{-2\alpha r^2}\,dr}.$$

I want to know how this grows with $l$ at fixed $\alpha$. You offer me an inequality between integers. Where are the integrals?

A: They are defined first. Put $a=2\alpha$, $n=l+1$ and $M_k=\int_0^\infty x^k e^{-ax^2}dx$. Then $\langle r\rangle=M_{2n+1}/M_{2n}$, and the denominator takes care of the normalisation. In Lean, $M_k$ is `moment a k`. It is an unnormalised integral over the half line, unlike the moments of a probability distribution, and `a` is the exponent of the density, twice that of the orbital.

```lean
import Mathlib

open scoped Nat Real

namespace GaussianMomentBracket

/-- The half-line moment of order `k` of a Gaussian with exponent `a > 0`:
the integral of `x^k exp(-a x²)` over `x > 0`. -/
noncomputable def moment (a : ℝ) (k : ℕ) : ℝ :=
  ∫ x in Set.Ioi (0 : ℝ), x ^ k * Real.exp (-a * x ^ 2)
```

Q: And the integers?

A: They are the double factorials $o_n=(2n-1)!!$ and $e_n=(2n)!!$, written `‼` in Lean. Even moments contain $o_n$ and odd ones $e_n$. The claim for $n\ge1$ is

$$(2n+1)\,o_n^2\le e_n^2\le 4n\,o_n^2 .$$

Raising $n$ by one gives $o_{n+1}=(2n+1)o_n$ and $e_{n+1}=(2n+2)e_n$. Mathlib supplies the second rule directly; the first needs a lemma.

Q: Subtraction of natural numbers stops at zero in Lean. What is `2 * n - 1` at $n=0$?

A: It is $0$, and $0!!=1$ agrees with the usual convention $(-1)!!=1$. The lemma checks that case separately.

```lean
/-- Raising `n` by one multiplies the factor `(2n-1)!!` by `2n+1`, with `(-1)!! = 1`. -/
theorem odd_step (n : ℕ) : (2 * (n + 1) - 1)‼ = (2 * n + 1) * (2 * n - 1)‼ := by
  cases n with
  | zero => decide
  | succ m =>
    rw [show 2 * (m + 1 + 1) - 1 = 2 * m + 1 + 2 by omega,
      show 2 * (m + 1) - 1 = 2 * m + 1 by omega, Nat.doubleFactorial_add_two]
    ring
```

Q: How does the lower bound pass from $n$ to $n+1$?

A: Insert the recurrences and use the bound at $n$ once:

$$(2n+3)\,o_{n+1}^2=(2n+3)(2n+1)^2o_n^2\le(2n+3)(2n+1)\,e_n^2=\big[(2n+2)^2-1\big]e_n^2<e_{n+1}^2 .$$

Lean does the same. It replaces the double factorials by plain variables `o` and `e`, and `nlinarith` receives the hypothesis multiplied by $(2n+3)(2n+1)$, together with $e_n^2>0$ for the strict sign.

```lean
/-- If the lower bound `(2n+1) ((2n-1)!!)² ≤ ((2n)!!)²` holds at `n`, it holds strictly
at `n + 1`. -/
theorem lower_step (n : ℕ) (h : (2 * n + 1) * (2 * n - 1)‼ ^ 2 ≤ (2 * n)‼ ^ 2) :
    (2 * (n + 1) + 1) * (2 * (n + 1) - 1)‼ ^ 2 < (2 * (n + 1))‼ ^ 2 := by
  have hE : 0 < (2 * n)‼ := Nat.doubleFactorial_pos _
  rw [odd_step n, show 2 * (n + 1) = 2 * n + 2 by ring, Nat.doubleFactorial_add_two]
  generalize (2 * n - 1)‼ = o at h ⊢
  generalize (2 * n)‼ = e at h hE ⊢
  -- the gain comes from (2n+1)(2n+3) + 1 = (2n+2)²
  nlinarith [Nat.mul_le_mul_left ((2 * n + 3) * (2 * n + 1)) h, pow_pos hE 2]
```

Q: And the upper bound?

A: Similarly,

$$e_{n+1}^2=(2n+2)^2e_n^2\le(2n+2)^2\,4n\,o_n^2=4(n+1)\big[(2n+1)^2-1\big]o_n^2<4(n+1)\,o_{n+1}^2 .$$

Here the hypothesis is multiplied by $(2n+2)^2$, and the strict sign comes from $4(n+1)o_n^2>0$, called `hp`.

```lean
/-- If the upper bound `((2n)!!)² ≤ 4n ((2n-1)!!)²` holds at `n`, it holds strictly
at `n + 1`. -/
theorem upper_step (n : ℕ) (h : (2 * n)‼ ^ 2 ≤ 4 * n * (2 * n - 1)‼ ^ 2) :
    (2 * (n + 1))‼ ^ 2 < 4 * (n + 1) * (2 * (n + 1) - 1)‼ ^ 2 := by
  have hO : 0 < (2 * n - 1)‼ := Nat.doubleFactorial_pos _
  rw [odd_step n, show 2 * (n + 1) = 2 * n + 2 by ring, Nat.doubleFactorial_add_two]
  generalize (2 * n - 1)‼ = o at h hO ⊢
  generalize (2 * n)‼ = e at h ⊢
  -- the gain comes from 4n(n+1) + 1 = (2n+1)²
  have hp : 0 < 4 * (n + 1) * o ^ 2 := by positivity
  nlinarith [Nat.mul_le_mul_left ((2 * n + 2) ^ 2) h]
```

Q: Where does the induction start?

A: At $n=1$, where $o_1=1$, $e_1=2$ and the claim reads $3\le4\le4$. Lean evaluates this with `decide`, and the two steps do the rest. At $n=0$ the upper bound would say $1\le0$. The orbital never asks for that case, since $l\ge0$ gives $n\ge1$.

```lean
/-- For every `n ≥ 1`, the square of `(2n)!!` lies between `2n+1` and `4n` times the
square of `(2n-1)!!`. -/
theorem doubleFactorial_sq_bracket (n : ℕ) (hn : 1 ≤ n) :
    (2 * n + 1) * (2 * n - 1)‼ ^ 2 ≤ (2 * n)‼ ^ 2 ∧
      (2 * n)‼ ^ 2 ≤ 4 * n * (2 * n - 1)‼ ^ 2 := by
  induction n, hn using Nat.le_induction with
  | base => decide
  | succ m hm ih => exact ⟨(lower_step m ih.1).le, (upper_step m ih.2).le⟩
```

Q: So the upper bound is an equality at $n=1$. Does that happen again?

A: No. Any $n>1$ is $m+1$ with $m\ge1$, and the step from $m$ gives a strict inequality. For the orbital, $n=1$ is the s function, so its mean radius sits exactly at the upper end of the range.

```lean
/-- Among all `n ≥ 1`, the upper bound `((2n)!!)² ≤ 4n ((2n-1)!!)²` is an equality
exactly for `n = 1`. -/
theorem upper_eq_iff (n : ℕ) (hn : 1 ≤ n) :
    (2 * n)‼ ^ 2 = 4 * n * (2 * n - 1)‼ ^ 2 ↔ n = 1 := by
  constructor
  · intro h
    by_contra hne
    obtain ⟨m, rfl⟩ : ∃ m, n = m + 1 := ⟨n - 1, by omega⟩
    have hm : 1 ≤ m := by omega
    exact absurd h (ne_of_lt (upper_step m (doubleFactorial_sq_bracket m hm).2))
  · rintro rfl
    decide
```

Q: I need a ratio, not squares of integers.

A: All quantities are positive, so take square roots and divide:

$$\frac1{2\sqrt n}\le\frac{o_n}{e_n}\le\frac1{\sqrt{2n+1}} .$$

Lean moves the integer inequalities to the real numbers with `exact_mod_cast`, clears the denominators and compares squares.

```lean
/-- For every `n ≥ 1`, the ratio `(2n-1)!! / (2n)!!` lies between `1/(2√n)` and
`1/√(2n+1)`. -/
theorem ratio_bracket (n : ℕ) (hn : 1 ≤ n) :
    1 / (2 * √(n : ℝ)) ≤ ((2 * n - 1)‼ : ℝ) / ((2 * n)‼ : ℝ) ∧
      ((2 * n - 1)‼ : ℝ) / ((2 * n)‼ : ℝ) ≤ 1 / √(2 * (n : ℝ) + 1) := by
  obtain ⟨h1, h2⟩ := doubleFactorial_sq_bracket n hn
  have hE : 0 < (2 * n)‼ := Nat.doubleFactorial_pos _
  generalize (2 * n - 1)‼ = o at h1 h2 ⊢
  generalize (2 * n)‼ = e at h1 h2 hE ⊢
  have h1' : (2 * (n : ℝ) + 1) * (o : ℝ) ^ 2 ≤ (e : ℝ) ^ 2 := by exact_mod_cast h1
  have h2' : (e : ℝ) ^ 2 ≤ 4 * (n : ℝ) * (o : ℝ) ^ 2 := by exact_mod_cast h2
  have he : (0 : ℝ) < e := by exact_mod_cast hE
  have hn' : (0 : ℝ) < n := by exact_mod_cast hn
  have hs : 0 < √(n : ℝ) := Real.sqrt_pos.2 hn'
  have ht : 0 < √(2 * (n : ℝ) + 1) := Real.sqrt_pos.2 (by positivity)
  -- clear denominators and compare squares
  constructor
  · rw [div_le_div_iff₀ (by positivity) he]
    apply (sq_le_sq₀ (by positivity) (by positivity)).1
    rw [mul_pow, mul_pow, mul_pow, Real.sq_sqrt hn'.le]
    linarith
  · rw [div_le_div_iff₀ he ht]
    apply (sq_le_sq₀ (by positivity) (by positivity)).1
    rw [mul_pow, mul_pow, Real.sq_sqrt (by positivity)]
    linarith
```

Q: You still owe me the link between these integers and the integrals.

A: Substitute $t=ax^2$:

$$M_k=\tfrac12\,a^{-(k+1)/2}\,\Gamma\!\left(\tfrac{k+1}2\right).$$

The condition $a>0$ makes the integral converge. Lean takes this formula from a Mathlib theorem on integrals of powers times exponentials, with the power in the exponential set to 2.

```lean
/-- For `a > 0`, the half-line moment of order `k` is a power of the exponent times a
value of the Gamma function. -/
theorem moment_eq_Gamma (a : ℝ) (ha : 0 < a) (k : ℕ) :
    moment a k = a ^ (-((k : ℝ) + 1) / 2) * (1 / 2) * Real.Gamma (((k : ℝ) + 1) / 2) := by
  have hk : (-1 : ℝ) < k := by linarith [Nat.cast_nonneg (α := ℝ) k]
  have h := integral_rpow_mul_exp_neg_mul_rpow (p := 2) (q := (k : ℝ)) two_pos hk ha
  simp only [Real.rpow_natCast, Real.rpow_two] at h
  exact h
```

For $k=2n$, use $\Gamma(n+\tfrac12)=o_n\sqrt\pi/2^n$:

$$M_{2n}=\frac{o_n}{(2a)^n}\cdot\frac12\sqrt{\frac{\pi}{a}} .$$

```lean
/-- For `a > 0`, the even half-line moment of order `2n` is
`(2n-1)!! / (2a)^n` times `√(π/a) / 2`, with `(-1)!! = 1`. -/
theorem moment_even (a : ℝ) (ha : 0 < a) (n : ℕ) :
    moment a (2 * n) = ((2 * n - 1)‼ : ℝ) / (2 * a) ^ n * (√(π / a) / 2) := by
  have hs : 0 < √a := Real.sqrt_pos.2 ha
  rw [moment_eq_Gamma a ha,
    show -(((2 * n : ℕ) : ℝ) + 1) / 2 = -((n : ℝ) + 1 / 2) by push_cast; ring,
    show (((2 * n : ℕ) : ℝ) + 1) / 2 = (n : ℝ) + 1 / 2 by push_cast; ring,
    Real.Gamma_nat_add_half, Real.rpow_neg ha.le, Real.rpow_add ha, Real.rpow_natCast,
    ← Real.sqrt_eq_rpow, Real.sqrt_div Real.pi_pos.le, mul_pow]
  field_simp
```

For $k=2n+1$, use $\Gamma(n+1)=n!$ and $e_n=2^n n!$:

$$M_{2n+1}=\frac{n!}{2a^{n+1}}=\frac{e_n}{(2a)^{n+1}} .$$

```lean
/-- For `a > 0`, the odd half-line moment of order `2n+1` is `(2n)!! / (2a)^(n+1)`. -/
theorem moment_odd (a : ℝ) (ha : 0 < a) (n : ℕ) :
    moment a (2 * n + 1) = ((2 * n)‼ : ℝ) / (2 * a) ^ (n + 1) := by
  rw [moment_eq_Gamma a ha,
    show -(((2 * n + 1 : ℕ) : ℝ) + 1) / 2 = -((n + 1 : ℕ) : ℝ) by push_cast; ring,
    show (((2 * n + 1 : ℕ) : ℝ) + 1) / 2 = (n : ℝ) + 1 by push_cast; ring,
    Real.Gamma_nat_eq_factorial, Real.rpow_neg ha.le, Real.rpow_natCast,
    Nat.doubleFactorial_two_mul, mul_pow, pow_succ (2 : ℝ) n]
  push_cast
  field_simp
```

Q: Then the quotient follows.

A: Yes. Since $a\sqrt{\pi/a}=\sqrt{\pi a}$,

$$\frac{M_{2n}}{M_{2n+1}}=2a\cdot\frac12\sqrt{\frac\pi a}\;\frac{o_n}{e_n}=\sqrt{\pi a}\,\frac{o_n}{e_n}.$$

This is `key` in the last proof. Multiplying the bounds on $o_n/e_n$ by $\sqrt{\pi a}\ge0$ finishes it.

```lean
/-- For `a > 0` and `n ≥ 1`, the quotient of the half-line moments of orders `2n` and
`2n+1` lies between `√(πa)/(2√n)` and `√(πa)/√(2n+1)`. -/
theorem moment_ratio_bracket (a : ℝ) (ha : 0 < a) (n : ℕ) (hn : 1 ≤ n) :
    √(π * a) * (1 / (2 * √(n : ℝ))) ≤ moment a (2 * n) / moment a (2 * n + 1) ∧
      moment a (2 * n) / moment a (2 * n + 1) ≤ √(π * a) * (1 / √(2 * (n : ℝ) + 1)) := by
  have hE : ((2 * n)‼ : ℝ) ≠ 0 := by exact_mod_cast (Nat.doubleFactorial_pos (2 * n)).ne'
  have hs : √(π / a) = √(π * a) / a := by
    rw [show π / a = π * a / a ^ 2 by field_simp, Real.sqrt_div (by positivity),
      Real.sqrt_sq ha.le]
  -- the moment quotient is √(πa) times the ratio of double factorials
  have key : moment a (2 * n) / moment a (2 * n + 1)
      = √(π * a) * (((2 * n - 1)‼ : ℝ) / ((2 * n)‼ : ℝ)) := by
    rw [moment_even a ha, moment_odd a ha, hs, pow_succ]
    field_simp
  obtain ⟨h1, h2⟩ := ratio_bracket n hn
  rw [key]
  exact ⟨mul_le_mul_of_nonneg_left h1 (Real.sqrt_nonneg _),
    mul_le_mul_of_nonneg_left h2 (Real.sqrt_nonneg _)⟩

end GaussianMomentBracket
```

```lean
#print axioms GaussianMomentBracket.upper_eq_iff
#print axioms GaussianMomentBracket.moment_odd
#print axioms GaussianMomentBracket.moment_ratio_bracket
```

```
'GaussianMomentBracket.upper_eq_iff' depends on axioms: [propext, Classical.choice, Quot.sound]
'GaussianMomentBracket.moment_odd' depends on axioms: [propext, Classical.choice, Quot.sound]
'GaussianMomentBracket.moment_ratio_bracket' depends on axioms: [propext, Classical.choice, Quot.sound]
```

Q: That is the inverse of my mean radius, and I see no orbital in the theorem.

A: Right. The theorem concerns one-dimensional integrals. Integrating out the angles, with volume element $r^2dr$, and setting $n=l+1$ and $a=2\alpha$ is the step we supply ourselves. Inverting the bounds then gives, for one primitive Gaussian,

$$\sqrt{\frac{2l+3}{2\pi\alpha}}\le\langle r\rangle\le\sqrt{\frac{2(l+1)}{\pi\alpha}} .$$

So the mean radius grows like $\sqrt l$ at fixed exponent. A contracted function, being a sum of primitives, has cross terms with several exponents, and its mean radius is not a single quotient of this kind.

Q: How tight is the range?

A: The ratio of its ends is $2\sqrt n/\sqrt{2n+1}$, which tends to $\sqrt2$. It fixes the power of $n$ but not the prefactor.

Q: Show me the recurrence at work on two primitive Gaussians, with numbers.

A: Take $\alpha=0.8$ in atomic units, so $\sqrt{\pi a}\approx2.242$. A p function has $n=2$ and $o_2/e_2=3/8$, hence $\langle r\rangle\approx1.189$ bohr. Going to the d function with the same exponent multiplies $o_n$ by 5 and $e_n$ by 6. The mean radius therefore grows by the factor $6/5$, to about $1.427$ bohr, with no new integral to evaluate. The bounds for this d function are about $1.180$ and $1.545$ bohr.
